# The unique separable operator with prescribed matrix elements between linearly independent states

A recoil correction known only through its matrix elements between finitely many states can be modelled as a matrix or as an operator. Here it is an operator: a linear map defined on the whole state space, which may be infinite-dimensional. Its form is restricted to a linear combination, with complex coefficients, of the terms $\phi_i\langle\phi_j,\cdot\rangle$ built from the same states, and only such an operator is called separable here. With this restriction, and for linearly independent states, the matrix elements determine the operator completely.

## Recoil data as a matrix

A nucleus of finite mass moves when the electrons move, and this shifts the atomic levels. Within the Breit approximation the shift can be described by explicit recoil operators. The remaining QED part involves electron propagators and an integration over energy, and it can be computed as numbers for chosen one-electron states.

Let $\phi_1,\dots,\phi_n$ be such states, and let $h_{kl}$ be the number assigned to the pair $(k,l)$. Recoil in a free atom conserves angular momentum and parity. Let $\phi_k$ be a normalised eigenstate of the unperturbed one-electron Hamiltonian with definite angular momentum, projection and parity. If its energy is non-degenerate among the states with these same values, $h_{kk}$ is the first-order shift of that level due to the recoil contribution included in $h$. If such an eigenstate is not normalised, the shift is $h_{kk}/\langle\phi_k,\phi_k\rangle$. For orthogonal states, the off-diagonal numbers describe recoil-induced coupling between them. How they are obtained from an energy-dependent QED expression is part of the physical input.

If $h$ is Hermitian and the states are linearly independent, the operator constructed below can be added to a one-electron Hamiltonian in an electronic-structure calculation, as an energy-independent model that reproduces the recoil data on a finite set of states. In an atom with several electrons, recoil also has two-electron terms, which such a one-electron operator does not contain.

## The statement in words

Let $E$ be a complex inner-product space, with $\langle\cdot,\cdot\rangle$ conjugate-linear in the first argument. The overlap matrix, or Gram matrix, is $G_{ij}=\langle\phi_i,\phi_j\rangle$. A complex $n\times n$ matrix $C$ defines the separable operator
$$V_C\,x=\sum_{i,j}C_{ij}\,\langle\phi_j,x\rangle\,\phi_i .$$

For linearly independent $\phi_i$ and any complex matrix $h$, the main result says that a linear operator $V$ on $E$ is separable and satisfies $\langle\phi_k,V\phi_l\rangle=h_{kl}$ for all $k,l$ if and only if
$$V=V_C\quad\text{with}\quad C=G^{-1}hG^{-1}.$$
The coefficient matrix is unique as well.

The Lean objects correspond to the physics as follows.

- `E` is the state space. It need not be complete, and its dimension is not restricted.
- `φ : ι → E` is the family of states, labelled by a finite type `ι`. The states need be neither orthogonal nor normalised.
- `overlap φ` is $G$, `separable φ C` is $V_C$, and `modelRecoil φ h` is the operator with coefficients $G^{-1}hG^{-1}$.
- `E →ₗ[ℂ] E` is the type of linear maps defined on all of `E`.
- `LinearIndependent ℂ φ` is the hypothesis on the states.

The definition of `modelRecoil` does not require independence, but Lean assigns the zero matrix as the inverse of a singular $G$, so the operator has its intended meaning only for independent states.

Three further theorems complete the picture. Every $h$ can be attained by a separable operator exactly when the states are linearly independent. If the states are independent and $h$ consists of the matrix elements of a linear operator $R$, the model operator agrees with $R$ in all matrix elements between vectors of the span. For independent states, the model operator is symmetric exactly when $h$ is Hermitian.

The recoil physics enters only through $h$: no nuclear mass, Dirac Hamiltonian or propagator appears. The theorem about $R$ needs an operator defined on all of $E$ with values in $E$, so an unbounded operator on a smaller domain is not covered directly. By construction, the model operator sends every vector orthogonal to all the $\phi_j$ to zero, whatever the true recoil interaction does there.

## From matrix elements to coefficients

**The matrix elements are those of $GCG$.** Inserting $x=\phi_l$ and taking the inner product with $\phi_k$ gives
$$\langle\phi_k,V_C\phi_l\rangle=\sum_{i,j}\langle\phi_k,\phi_i\rangle\,C_{ij}\,\langle\phi_j,\phi_l\rangle=(GCG)_{kl}.$$

**Independence makes $G$ invertible.** For a coefficient vector $c$, put $\psi=\sum_i c_i\phi_i$. Then
$$(Gc)_k=\sum_i\langle\phi_k,\phi_i\rangle c_i=\langle\phi_k,\psi\rangle .$$
If $\psi=0$, then $Gc=0$. Conversely, if $Gc=0$, then
$$\langle\psi,\psi\rangle=\sum_k c_k^*\langle\phi_k,\psi\rangle=0,$$
so $\psi=0$. Thus $G$ annihilates a non-zero vector exactly when some non-trivial combination of the states vanishes. Hence $\det G\neq0$ is equivalent to linear independence.

**Solving for $C$.** The conditions on the matrix elements read $GCG=h$. Multiplying by $G^{-1}$ on the left and on the right gives $C=G^{-1}hG^{-1}$. Inserting this matrix back gives
$$G\,(G^{-1}hG^{-1})\,G=h.$$
So there is exactly one coefficient matrix, and therefore exactly one separable operator, with the required matrix elements.

## Attainability, the span and Hermiticity

Suppose that every $h$ can be attained. Choosing the unit matrix for $h$ gives $GCG=1$ for some $C$. Taking determinants, $(\det G)^2\det C=1$, so $\det G\neq0$ and the states are independent. The converse is the formula for $C$.

For the rest of this section the states are independent. Let $h_{kl}=\langle\phi_k,R\phi_l\rangle$, and let $V$ be the model operator. For $x=\sum_k a_k\phi_k$ and $y=\sum_l b_l\phi_l$,
$$\langle x,Vy\rangle=\sum_{k,l}a_k^*b_l\,h_{kl}=\sum_{k,l}a_k^*b_l\,\langle\phi_k,R\phi_l\rangle=\langle x,Ry\rangle .$$
The vectors $Vy$ and $Ry$ may still differ, because $Ry$ can have a component orthogonal to the span.

For Hermiticity, suppose first that $V$ is symmetric, that is, $\langle Vx,y\rangle=\langle x,Vy\rangle$ for all $x,y$. Then
$$h_{lk}^*=\langle\phi_l,V\phi_k\rangle^*=\langle V\phi_k,\phi_l\rangle=\langle\phi_k,V\phi_l\rangle=h_{kl}.$$
Conversely, let $h$ be Hermitian. Since $G$ is Hermitian, so is $G^{-1}$, and
$$C^\dagger=(G^{-1}hG^{-1})^\dagger=G^{-1}hG^{-1}=C.$$
With $C_{ij}^*=C_{ji}$,
$$\langle V_Cx,y\rangle=\sum_{i,j}C_{ij}^*\langle x,\phi_j\rangle\langle\phi_i,y\rangle=\sum_{i,j}C_{ji}\langle x,\phi_j\rangle\langle\phi_i,y\rangle=\langle x,V_Cy\rangle .$$

## Two equal states, and an operator built from another state

Without linear independence, existence can fail. Take $\phi_1=\phi_2=e$ with $\langle e,e\rangle=1$. Every operator $V$ gives the same number $\langle e,Ve\rangle$ for all four matrix elements, so the unit matrix cannot be attained. The coefficients are no longer unique either: $C=\mathrm{diag}(1,-1)$ and $C=0$ both give the zero operator.

Without the separable form, uniqueness can fail. In $\mathbb C^2$ with orthonormal basis $e_1,e_2$, take the single state $\phi_1=e_1$ and $h_{11}=0$. Both $V=0$ and $V=e_2\langle e_2,\cdot\rangle$ have the required matrix element, but only the first is a multiple of $e_1\langle e_1,\cdot\rangle$.

## The complete Lean file

```lean
import Mathlib

open Matrix

namespace SeparableRecoil

noncomputable section

variable {ι E : Type*} [NormedAddCommGroup E] [InnerProductSpace ℂ E]

/-- The overlap (Gram) matrix `G i j = ⟨φ i, φ j⟩` of a family of states. -/
def overlap (φ : ι → E) : Matrix ι ι ℂ :=
  Matrix.of fun i j => inner ℂ (φ i) (φ j)

variable [Fintype ι]

/-- The separable operator `∑ C i j φ i ⟨φ j, ·⟩` with coefficient matrix `C`. -/
def separable (φ : ι → E) (C : Matrix ι ι ℂ) : E →ₗ[ℂ] E where
  toFun x := ∑ i, ∑ j, (C i j * inner ℂ (φ j) x) • φ i
  map_add' x y := by
    simp only [inner_add_right, mul_add, add_smul, Finset.sum_add_distrib]
  map_smul' a x := by
    simp only [inner_smul_right, Finset.smul_sum, smul_smul, RingHom.id_apply]
    refine Finset.sum_congr rfl fun i _ => Finset.sum_congr rfl fun j _ => ?_
    congr 1
    ring

/-- The matrix elements of a separable operator between the states `φ k` and `φ l` are the
entries of `G C G`. -/
theorem separable_matrixElement (φ : ι → E) (C : Matrix ι ι ℂ) (k l : ι) :
    inner ℂ (φ k) (separable φ C (φ l)) = (overlap φ * C * overlap φ) k l := by
  simp only [separable, LinearMap.coe_mk, AddHom.coe_mk, inner_sum, inner_smul_right,
    Matrix.mul_apply, overlap, Matrix.of_apply, Finset.sum_mul]
  rw [Finset.sum_comm]
  refine Finset.sum_congr rfl fun j _ => Finset.sum_congr rfl fun i _ => ?_
  ring

/-- The overlap matrix annihilates a coefficient vector exactly when the corresponding
superposition of the states vanishes. -/
theorem overlap_mulVec_eq_zero_iff (φ : ι → E) (c : ι → ℂ) :
    overlap φ *ᵥ c = 0 ↔ ∑ i, c i • φ i = 0 := by
  have e : ∀ k, (overlap φ *ᵥ c) k = inner ℂ (φ k) (∑ i, c i • φ i) := by
    intro k
    simp only [Matrix.mulVec, dotProduct, overlap, Matrix.of_apply, inner_sum,
      inner_smul_right]
    exact Finset.sum_congr rfl fun i _ => mul_comm _ _
  constructor
  · intro h
    have hk : ∀ k, inner ℂ (φ k) (∑ i, c i • φ i) = 0 :=
      fun k => (e k).symm.trans (congrFun h k)
    -- the superposition is orthogonal to each state, hence to itself
    apply (inner_self_eq_zero (𝕜 := ℂ)).1
    rw [sum_inner]
    exact Finset.sum_eq_zero fun k _ => by rw [inner_smul_left, hk, mul_zero]
  · intro h
    funext k
    rw [e, h, inner_zero_right, Pi.zero_apply]

/-- A separable operator with Hermitian coefficient matrix is symmetric. -/
theorem separable_isSymmetric (φ : ι → E) {C : Matrix ι ι ℂ} (hC : C.IsHermitian) :
    (separable φ C).IsSymmetric := by
  intro x y
  simp only [separable, LinearMap.coe_mk, AddHom.coe_mk, sum_inner, inner_sum,
    inner_smul_left, inner_smul_right, map_mul, inner_conj_symm]
  rw [Finset.sum_comm]
  refine Finset.sum_congr rfl fun j _ => Finset.sum_congr rfl fun i _ => ?_
  rw [← hC.apply j i, starRingEnd_apply]
  ring

variable [DecidableEq ι]

/-- The overlap matrix has non-zero determinant exactly when the states are linearly
independent. -/
theorem overlap_det_ne_zero_iff (φ : ι → E) :
    (overlap φ).det ≠ 0 ↔ LinearIndependent ℂ φ := by
  rw [Fintype.linearIndependent_iff, ne_eq, ← Matrix.exists_mulVec_eq_zero_iff]
  constructor
  · intro h c hc i
    by_contra hi
    exact h ⟨c, fun h0 => hi (congrFun h0 i), (overlap_mulVec_eq_zero_iff φ c).2 hc⟩
  · rintro h ⟨c, hc, hG⟩
    exact hc (funext fun i => h c ((overlap_mulVec_eq_zero_iff φ c).1 hG) i)

/-- The model recoil operator: the separable operator with coefficient matrix `G⁻¹ h G⁻¹`, where `G`
is the overlap matrix of `φ`. If `G` is singular, Lean's `G⁻¹` is zero, and so is the operator. -/
def modelRecoil (φ : ι → E) (h : Matrix ι ι ℂ) : E →ₗ[ℂ] E :=
  separable φ ((overlap φ)⁻¹ * h * (overlap φ)⁻¹)

/-- For linearly independent states, a separable operator has the prescribed matrix elements
`h` exactly when its coefficient matrix is `G⁻¹ h G⁻¹`. -/
theorem coefficients_iff {φ : ι → E} (hφ : LinearIndependent ℂ φ) (h C : Matrix ι ι ℂ) :
    (∀ k l, inner ℂ (φ k) (separable φ C (φ l)) = h k l) ↔
      C = (overlap φ)⁻¹ * h * (overlap φ)⁻¹ := by
  have hG : IsUnit (overlap φ).det :=
    isUnit_iff_ne_zero.2 ((overlap_det_ne_zero_iff φ).2 hφ)
  constructor
  · intro H
    have e : overlap φ * C * overlap φ = h := by
      ext k l
      rw [← separable_matrixElement]
      exact H k l
    rw [← e]
    calc C = ((overlap φ)⁻¹ * overlap φ) * C * (overlap φ * (overlap φ)⁻¹) := by
          rw [Matrix.nonsing_inv_mul _ hG, Matrix.mul_nonsing_inv _ hG, one_mul, mul_one]
      _ = _ := by simp only [Matrix.mul_assoc]
  · rintro rfl k l
    have e : overlap φ * ((overlap φ)⁻¹ * h * (overlap φ)⁻¹) * overlap φ = h := by
      calc _ = (overlap φ * (overlap φ)⁻¹) * h * ((overlap φ)⁻¹ * overlap φ) := by
            simp only [Matrix.mul_assoc]
        _ = h := by
            rw [Matrix.nonsing_inv_mul _ hG, Matrix.mul_nonsing_inv _ hG, one_mul, mul_one]
    rw [separable_matrixElement, e]

/-- For linearly independent states, the model recoil operator is the one and only separable
operator with the prescribed matrix elements `h`. -/
theorem eq_modelRecoil_iff {φ : ι → E} (hφ : LinearIndependent ℂ φ) (h : Matrix ι ι ℂ)
    (V : E →ₗ[ℂ] E) :
    ((∃ C, V = separable φ C) ∧ ∀ k l, inner ℂ (φ k) (V (φ l)) = h k l) ↔
      V = modelRecoil φ h := by
  constructor
  · rintro ⟨⟨C, rfl⟩, H⟩
    rw [(coefficients_iff hφ h C).1 H, modelRecoil]
  · rintro rfl
    exact ⟨⟨_, rfl⟩, (coefficients_iff hφ h _).2 rfl⟩

/-- Every matrix `h` can be realised by a separable operator exactly when the states are
linearly independent. -/
theorem all_attained_iff (φ : ι → E) :
    (∀ h : Matrix ι ι ℂ, ∃ C, ∀ k l, inner ℂ (φ k) (separable φ C (φ l)) = h k l) ↔
      LinearIndependent ℂ φ := by
  constructor
  · intro H
    -- realising the unit matrix already forces the overlap matrix to be invertible
    obtain ⟨C, hC⟩ := H 1
    have e : overlap φ * C * overlap φ = 1 := by
      ext k l
      rw [← separable_matrixElement]
      exact hC k l
    refine (overlap_det_ne_zero_iff φ).1 fun h0 => ?_
    have d := congrArg Matrix.det e
    rw [Matrix.det_mul, h0, mul_zero, Matrix.det_one] at d
    exact zero_ne_one d
  · intro hφ h
    exact ⟨_, (coefficients_iff hφ h _).2 rfl⟩

/-- For linearly independent states, if `h` collects the matrix elements of an operator `R` between
the states, the model operator and `R` have equal matrix elements between any two vectors in the
span of the states. -/
theorem modelRecoil_eq_on_span {φ : ι → E} (hφ : LinearIndependent ℂ φ) (R : E →ₗ[ℂ] E)
    {x y : E} (hx : x ∈ Submodule.span ℂ (Set.range φ))
    (hy : y ∈ Submodule.span ℂ (Set.range φ)) :
    inner ℂ x (modelRecoil φ (Matrix.of fun k l => inner ℂ (φ k) (R (φ l))) y) =
      inner ℂ x (R y) := by
  have key := ((eq_modelRecoil_iff hφ
    (Matrix.of fun k l => inner ℂ (φ k) (R (φ l))) _).2 rfl).2
  obtain ⟨a, rfl⟩ := (Submodule.mem_span_range_iff_exists_fun ℂ).1 hx
  obtain ⟨b, rfl⟩ := (Submodule.mem_span_range_iff_exists_fun ℂ).1 hy
  simp only [map_sum, map_smul, sum_inner, inner_sum, inner_smul_left, inner_smul_right,
    key, Matrix.of_apply]

/-- For linearly independent states, the model recoil operator is symmetric exactly when the
matrix `h` is Hermitian. -/
theorem modelRecoil_isSymmetric_iff {φ : ι → E} (hφ : LinearIndependent ℂ φ)
    (h : Matrix ι ι ℂ) : (modelRecoil φ h).IsSymmetric ↔ h.IsHermitian := by
  constructor
  · intro hs
    have key := ((eq_modelRecoil_iff hφ h _).2 rfl).2
    refine Matrix.IsHermitian.ext fun k l => ?_
    rw [← key l k, ← key k l]
    exact (inner_conj_symm _ _).trans (hs (φ k) (φ l))
  · intro hh
    have hG : (overlap φ).IsHermitian :=
      Matrix.IsHermitian.ext fun i j => inner_conj_symm _ _
    apply separable_isSymmetric
    change ((overlap φ)⁻¹ * h * (overlap φ)⁻¹)ᴴ = _
    rw [Matrix.conjTranspose_mul, Matrix.conjTranspose_mul, hh.eq,
      Matrix.conjTranspose_nonsing_inv, hG.eq, Matrix.mul_assoc]

end

end SeparableRecoil
```

```lean
#print axioms SeparableRecoil.separable_matrixElement
#print axioms SeparableRecoil.all_attained_iff
#print axioms SeparableRecoil.modelRecoil_eq_on_span
#print axioms SeparableRecoil.modelRecoil_isSymmetric_iff
```

```
'SeparableRecoil.separable_matrixElement' depends on axioms: [propext, Classical.choice, Quot.sound]
'SeparableRecoil.all_attained_iff' depends on axioms: [propext, Classical.choice, Quot.sound]
'SeparableRecoil.modelRecoil_eq_on_span' depends on axioms: [propext, Classical.choice, Quot.sound]
'SeparableRecoil.modelRecoil_isSymmetric_iff' depends on axioms: [propext, Classical.choice, Quot.sound]
```

## How the proof follows the algebra

The definition of `separable` includes the proof that the map is linear, which comes from linearity of the inner product in its second argument. The lemma `separable_matrixElement` is the computation of $GCG$. It expands both sides into double sums, exchanges the order of summation with `Finset.sum_comm`, and compares the terms with `ring`.

In `overlap_mulVec_eq_zero_iff`, the auxiliary statement `e` is the identity $(Gc)_k=\langle\phi_k,\psi\rangle$. The forward direction then expands the first argument of $\langle\psi,\psi\rangle$ and finds that each term vanishes. Positive definiteness enters through `inner_self_eq_zero`.

The lemma `overlap_det_ne_zero_iff` turns this into a statement about the determinant. Mathlib's `Matrix.exists_mulVec_eq_zero_iff` says that a determinant is zero exactly when the matrix annihilates some non-zero vector. The two directions translate such a vector into a linear relation between the states and back.

The matrix equation is solved in `coefficients_iff`. Its first direction collects the given matrix elements into $GCG=h$ and inserts factors $G^{-1}G$ and $GG^{-1}$ around $C$. The second substitutes the formula for $C$ and cancels the same products. Both use `hG`, the invertibility of $\det G$ obtained from independence.

The main theorem, `eq_modelRecoil_iff`, passes from coefficients to operators. Given a separable $V$ with the right matrix elements, it extracts a coefficient matrix and identifies it by `coefficients_iff`. In the other direction, the model operator is separable by definition, and the same lemma supplies its matrix elements.

The proof of `all_attained_iff` applies the assumption to the matrix `1` and takes determinants. If $\det G$ were zero, the result would be $0=1$, which `zero_ne_one` excludes.

For `modelRecoil_eq_on_span`, the statement `key` records the matrix elements between the original states. The vectors `x` and `y` are written as finite combinations with coefficients `a` and `b`, and `simp` expands both sides into the same double sum.

Finally, `separable_isSymmetric` carries out the double-sum calculation for Hermitian $C$. In `modelRecoil_isSymmetric_iff`, one direction evaluates symmetry on pairs of states and uses `inner_conj_symm` to obtain $h_{lk}^*=h_{kl}$. The other shows that $G^{-1}hG^{-1}$ is Hermitian, by reversing the product under the conjugate transpose, and then applies `separable_isSymmetric`.
